# Legendre integrals of the interelectronic distance on the unit sphere

Put two electrons on the unit sphere and let $x$ be the cosine of the angle between them. Their distance is $r(x)=\sqrt{2-2x}$, and for $x<1$ the chain rule gives $(r^3)'=-3r$. Since $r(-1)=2$ and $r(1)=0$,

$$\int_{-1}^{1} r\,dx=\frac{8}{3}.$$

For the next integral, differentiate $r^3(1+x)$:

$$\big(r^3(1+x)\big)'=-3r(1+x)+r(2-2x)=-r-5\,r\,x.$$

The function $r^3(1+x)$ vanishes at both ends, so $\int_{-1}^{1} r\,x\,dx=-\tfrac15\cdot\tfrac83=-\tfrac{8}{15}$. The same mechanism links every pair of neighbouring Legendre polynomials $P_l$, and for all $l\ge 0$

$$J_l:=\int_{-1}^{1} r\,P_l\,dx=\frac{-8}{(2l-1)(2l+1)(2l+3)}.$$

## Radial kernels and the cutoff in $l$

An atomic code that uses $r_{12}$ as a correlation factor can expand it in $P_l(\cos\theta_{12})$, with the radial kernel

$$\frac{1}{2l+3}\frac{r_<^{l+2}}{r_>^{l+1}}-\frac{1}{2l-1}\frac{r_<^{l}}{r_>^{l-1}},$$

where $r_<$ and $r_>$ are the smaller and larger electron radii. This general kernel is quoted here, not derived. At $r_<=r_>=1$ it reduces to the coefficient

$$c_l=\frac{2l+1}{2}J_l=\frac{-4}{(2l-1)(2l+3)},$$

which gives a reference value for a kernel table or an angular quadrature. The factor $2l-1$ must be computed in signed arithmetic, because it is $-1$ at $l=0$.

With the $L$ waves $l=0,\dots,L-1$, the expansion at coalescence, $x=1$, gives $4L/((2L-1)(2L+1))$ instead of zero. For $L\ge1$ this is $1/L$ times the factor $4L^2/(4L^2-1)$, which exceeds one and tends to one as $L$ grows, so for this fixed function on the sphere, doubling the cutoff only roughly halves the error at the cusp.

## From Bonnet's recursion to neighbouring channels

Start from $P_0=1$, $P_1=x$ and $(l+2)P_{l+2}=(2l+3)xP_{l+1}-(l+1)P_l$. Two relations hold for every $l$:

$$\text{(A)}\quad P_{l+1}'=xP_l'+(l+1)P_l,\qquad \text{(B)}\quad xP_{l+1}'-P_l'=(l+1)P_{l+1}.$$

Both are immediate at $l=0$. For the induction step, differentiate Bonnet's recursion and eliminate $P_l'$ with (B):

$$(l+2)P_{l+2}'=(l+2)xP_{l+1}'+(l+2)^2P_{l+1},$$

which is (A) at $l+1$. Next, $x$(B) − (A) gives $(x^2-1)P_{l+1}'=(l+1)(xP_{l+1}-P_l)$. With the new (A),

$$xP_{l+2}'-P_{l+1}'=(2l+3)xP_{l+1}-(l+1)P_l=(l+2)P_{l+2},$$

which is (B) at $l+1$.

At $x=1$ the left side of (B) equals $P_{l+1}'-P_l'$, as does $(l+1)P_l$ by (A). Hence $P_{l+1}(1)=P_l(1)=1$. At $x=-1$, adding (A) and (B) gives $P_{l+1}(-1)+P_l(-1)=0$.

Subtracting (B) from (A) gives $(1-x)(P_{l+1}'+P_l')=(l+1)(P_l-P_{l+1})$. With $r^2=2(1-x)$,

$$\big(r^3(P_{l+1}+P_l)\big)'=r\big[(2l-1)P_l-(2l+5)P_{l+1}\big].$$

The bracketed function on the left vanishes at both ends, so $(2l+5)J_{l+1}=(2l-1)J_l$. Induction from $J_0=8/3$ gives the closed form.

For the sum at $x=1$, write $S_L=4L/((2L-1)(2L+1))$. Then $S_0=0$ and

$$S_{L+1}-S_L=\frac{4[(L+1)(2L-1)-L(2L+3)]}{(2L-1)(2L+1)(2L+3)}=c_L.$$

Finally, $S_L>1/L$ because $4L^2>4L^2-1$.

## The identity and the cusp bound in Lean

```lean
import Mathlib

open Polynomial

namespace PartialWavesOfDistance

/-- The Legendre polynomials, generated from `1` and `X` by Bonnet's three-term recursion. -/
noncomputable def legendreP : ℕ → ℝ[X]
  | 0 => 1
  | 1 => X
  | (n + 2) => C ((2 * (n : ℝ) + 3) / ((n : ℝ) + 2)) * X * legendreP (n + 1)
      - C (((n : ℝ) + 1) / ((n : ℝ) + 2)) * legendreP n

/-- The interelectronic distance on the unit sphere as a function of the cosine `x ≤ 1` of the
angle between the electrons. -/
noncomputable def r12 (x : ℝ) : ℝ := √(2 - 2 * x)

/-- The coefficient of `P_l` in the Legendre expansion of the interelectronic distance on the
unit sphere. -/
noncomputable def r12Coeff (l : ℕ) : ℝ :=
  (2 * (l : ℝ) + 1) / 2 * ∫ x in (-1 : ℝ)..1, r12 x * (legendreP l).eval x

/-- Two electrons at points `u` and `v` of the unit sphere are separated by `r12` of the cosine
of the angle between them. -/
theorem dist_eq_r12 (u v : EuclideanSpace ℝ (Fin 3)) (hu : ‖u‖ = 1) (hv : ‖v‖ = 1) :
    ‖u - v‖ = r12 (inner ℝ u v) := by
  unfold r12
  rw [← Real.sqrt_sq (norm_nonneg (u - v)), norm_sub_sq_real, hu, hv]
  congr 1
  ring

/-- Ladder relations: the derivatives of two neighbouring Legendre polynomials are tied to the
polynomials themselves. -/
theorem legendreP_ladder (n : ℕ) (x : ℝ) :
    (derivative (legendreP (n + 1))).eval x
        = x * (derivative (legendreP n)).eval x + ((n : ℝ) + 1) * (legendreP n).eval x ∧
    x * (derivative (legendreP (n + 1))).eval x - (derivative (legendreP n)).eval x
        = ((n : ℝ) + 1) * (legendreP (n + 1)).eval x := by
  induction n with
  | zero => simp [legendreP]
  | succ n ih =>
    obtain ⟨hA, hB⟩ := ih
    have h : (n : ℝ) + 2 ≠ 0 := by positivity
    have h1 : ((n : ℝ) + 2) * ((n : ℝ) + 2)⁻¹ = 1 := mul_inv_cancel₀ h
    -- Bonnet's recursion without denominators, and its derivative
    have hb : ((n : ℝ) + 2) * (legendreP (n + 2)).eval x
        = (2 * (n : ℝ) + 3) * x * (legendreP (n + 1)).eval x
          - ((n : ℝ) + 1) * (legendreP n).eval x := by
      rw [legendreP]
      simp only [eval_sub, eval_mul, eval_C, eval_X]
      linear_combination ((2 * (n : ℝ) + 3) * x * (legendreP (n + 1)).eval x
          - ((n : ℝ) + 1) * (legendreP n).eval x) * h1
    have hd : ((n : ℝ) + 2) * (derivative (legendreP (n + 2))).eval x
        = (2 * (n : ℝ) + 3) * ((legendreP (n + 1)).eval x
            + x * (derivative (legendreP (n + 1))).eval x)
          - ((n : ℝ) + 1) * (derivative (legendreP n)).eval x := by
      rw [legendreP]
      simp only [derivative_sub, derivative_mul, derivative_C, derivative_X, eval_sub, eval_add,
        eval_mul, eval_C, eval_X, eval_zero, eval_one]
      linear_combination ((2 * (n : ℝ) + 3) * ((legendreP (n + 1)).eval x
            + x * (derivative (legendreP (n + 1))).eval x)
          - ((n : ℝ) + 1) * (derivative (legendreP n)).eval x) * h1
    have hA' : (derivative (legendreP (n + 2))).eval x
        = x * (derivative (legendreP (n + 1))).eval x
          + ((n : ℝ) + 2) * (legendreP (n + 1)).eval x := by
      apply mul_left_cancel₀ h
      linear_combination hd + ((n : ℝ) + 1) * hB
    rw [show n + 1 + 1 = n + 2 from rfl]
    push_cast
    constructor
    · linear_combination hA'
    · linear_combination x * hA' - hb + x * hB - hA

/-- Every Legendre polynomial equals one at `x = 1`, and neighbouring ones are opposite at
`x = -1`. -/
theorem legendreP_endpoints (n : ℕ) :
    (legendreP n).eval 1 = 1 ∧ (legendreP (n + 1)).eval (-1) + (legendreP n).eval (-1) = 0 := by
  constructor
  · induction n with
    | zero => simp [legendreP]
    | succ n ih =>
      obtain ⟨hA, hB⟩ := legendreP_ladder n 1
      have h : (n : ℝ) + 1 ≠ 0 := by positivity
      apply mul_left_cancel₀ h
      linear_combination hA - hB + ((n : ℝ) + 1) * ih
  · obtain ⟨hA, hB⟩ := legendreP_ladder n (-1)
    have h : (n : ℝ) + 1 ≠ 0 := by positivity
    apply mul_left_cancel₀ h
    linear_combination -hA - hB

/-- Away from coalescence, the cube of the distance has derivative `-3 r12` with respect to the
cosine of the angle. -/
theorem hasDerivAt_r12_cube {x : ℝ} (hx : x < 1) :
    HasDerivAt (fun y => r12 y ^ 3) (-3 * r12 x) x := by
  have hpos : 0 < 2 - 2 * x := by linarith
  have hs : r12 x ≠ 0 := (Real.sqrt_pos.mpr hpos).ne'
  have h1 : HasDerivAt (fun y : ℝ => 2 - 2 * y) (-2) x :=
    (((hasDerivAt_id' x).const_mul (2 : ℝ)).const_sub 2).congr_deriv (by norm_num)
  have h2 : HasDerivAt r12 (-2 / (2 * r12 x)) x := h1.sqrt hpos.ne'
  have hD : r12 x * (-2 / (2 * r12 x)) = -1 := by field_simp
  refine (h2.fun_pow 3).congr_deriv ?_
  show ((3 : ℕ) : ℝ) * r12 x ^ 2 * (-2 / (2 * r12 x)) = -3 * r12 x
  push_cast
  linear_combination (3 * r12 x) * hD

/-- Recursion in `l`: `2l + 5` times the integral of `r12 P_{l+1}` over the cosine of the angle
equals `2l - 1` times the integral of `r12 P_l`. -/
theorem channel_recursion (l : ℕ) :
    (2 * (l : ℝ) + 5) * ∫ x in (-1 : ℝ)..1, r12 x * (legendreP (l + 1)).eval x
      = (2 * (l : ℝ) - 1) * ∫ x in (-1 : ℝ)..1, r12 x * (legendreP l).eval x := by
  have hc : Continuous r12 := by
    show Continuous (fun x : ℝ => √(2 - 2 * x))
    fun_prop
  have hi : ∀ k, IntervalIntegrable (fun x => r12 x * (legendreP k).eval x)
      MeasureTheory.volume (-1) 1 :=
    fun k => (hc.mul (legendreP k).continuous).intervalIntegrable _ _
  -- the antiderivative r12³ (P_{l+1} + P_l) vanishes at both ends
  have hF : ∀ x ∈ Set.Ioo (-1 : ℝ) 1, HasDerivAt
      (fun y => r12 y ^ 3 * ((legendreP (l + 1)).eval y + (legendreP l).eval y))
      ((2 * (l : ℝ) - 1) * (r12 x * (legendreP l).eval x)
        - (2 * (l : ℝ) + 5) * (r12 x * (legendreP (l + 1)).eval x)) x := by
    intro x hx
    have hr : r12 x ^ 2 = 2 - 2 * x := Real.sq_sqrt (by linarith [hx.2])
    obtain ⟨hA, hB⟩ := legendreP_ladder l x
    refine ((hasDerivAt_r12_cube hx.2).fun_mul
      (((legendreP (l + 1)).hasDerivAt x).fun_add ((legendreP l).hasDerivAt x))).congr_deriv ?_
    linear_combination r12 x * ((derivative (legendreP (l + 1))).eval x
      + (derivative (legendreP l)).eval x) * hr + 2 * r12 x * (hA - hB)
  have key := intervalIntegral.integral_eq_sub_of_hasDerivAt_of_le (by norm_num)
    ((hc.pow 3).mul ((legendreP (l + 1)).continuous.add (legendreP l).continuous)).continuousOn
    hF (((hi l).const_mul _).sub ((hi (l + 1)).const_mul _))
  have h1 : r12 1 = 0 := by norm_num [r12]
  rw [intervalIntegral.integral_sub ((hi l).const_mul _) ((hi (l + 1)).const_mul _),
    intervalIntegral.integral_const_mul, intervalIntegral.integral_const_mul] at key
  change _ = r12 1 ^ 3 * ((legendreP (l + 1)).eval 1 + (legendreP l).eval 1)
    - r12 (-1) ^ 3 * ((legendreP (l + 1)).eval (-1) + (legendreP l).eval (-1)) at key
  rw [h1, (legendreP_endpoints l).2] at key
  linear_combination -key

/-- The number `2l - 1` is nonzero for every angular momentum `l`. -/
theorem two_mul_sub_one_ne (l : ℕ) : 2 * (l : ℝ) - 1 ≠ 0 := by
  intro h
  have h1 : 2 * (l : ℝ) = 1 := by linarith
  have h2 : 2 * l = 1 := by exact_mod_cast h1
  omega

/-- For the interelectronic distance on the unit sphere, the integral of `r12 P_l` over the cosine
of the angle is `-8 / ((2l - 1)(2l + 1)(2l + 3))`. -/
theorem integral_r12_legendreP (l : ℕ) :
    ∫ x in (-1 : ℝ)..1, r12 x * (legendreP l).eval x
      = -8 / ((2 * (l : ℝ) - 1) * (2 * (l : ℝ) + 1) * (2 * (l : ℝ) + 3)) := by
  induction l with
  | zero =>
    have hc : Continuous r12 := by
      show Continuous (fun x : ℝ => √(2 - 2 * x))
      fun_prop
    have key := intervalIntegral.integral_eq_sub_of_hasDerivAt_of_le
      (show (-1 : ℝ) ≤ 1 by norm_num) (hc.pow 3).continuousOn
      (fun x hx => hasDerivAt_r12_cube hx.2)
      ((hc.const_mul (-3)).intervalIntegrable _ _)
    have h1 : r12 1 = 0 := by norm_num [r12]
    have h2 : r12 (-1) = 2 := by
      unfold r12
      rw [show (2 : ℝ) - 2 * (-1) = 2 ^ 2 by norm_num]
      exact Real.sqrt_sq (by norm_num)
    rw [intervalIntegral.integral_const_mul] at key
    change -3 * (∫ x in (-1 : ℝ)..1, r12 x) = r12 1 ^ 3 - r12 (-1) ^ 3 at key
    rw [h1, h2] at key
    simp only [legendreP, eval_one, mul_one, Nat.cast_zero]
    linarith
  | succ l ih =>
    have h0 := two_mul_sub_one_ne l
    have h1 : 2 * (l : ℝ) + 1 ≠ 0 := by positivity
    have h3 : 2 * (l : ℝ) + 3 ≠ 0 := by positivity
    have h5 : 2 * (l : ℝ) + 5 ≠ 0 := by positivity
    apply mul_left_cancel₀ h5
    rw [channel_recursion, ih]
    push_cast
    rw [show 2 * ((l : ℝ) + 1) - 1 = 2 * l + 1 by ring,
      show 2 * ((l : ℝ) + 1) + 1 = 2 * l + 3 by ring,
      show 2 * ((l : ℝ) + 1) + 3 = 2 * l + 5 by ring, ← mul_div_assoc, ← mul_div_assoc,
      div_eq_div_iff (mul_ne_zero (mul_ne_zero h0 h1) h3) (mul_ne_zero (mul_ne_zero h1 h3) h5)]
    ring

/-- The Legendre coefficient of the interelectronic distance on the unit sphere is
`-4 / ((2l - 1)(2l + 3))`. -/
theorem r12Coeff_eq (l : ℕ) :
    r12Coeff l = -4 / ((2 * (l : ℝ) - 1) * (2 * (l : ℝ) + 3)) := by
  have h0 := two_mul_sub_one_ne l
  have h1 : 2 * (l : ℝ) + 1 ≠ 0 := by positivity
  have h3 : 2 * (l : ℝ) + 3 ≠ 0 := by positivity
  rw [r12Coeff, integral_r12_legendreP, div_mul_div_comm,
    div_eq_div_iff (mul_ne_zero two_ne_zero (mul_ne_zero (mul_ne_zero h0 h1) h3))
      (mul_ne_zero h0 h3)]
  ring

/-- The first `L` partial waves of the interelectronic distance, summed at coalescence `x = 1`,
give `4L / ((2L - 1)(2L + 1))`. -/
theorem partial_sum_at_coalescence (L : ℕ) :
    ∑ l ∈ Finset.range L, r12Coeff l * (legendreP l).eval 1
      = 4 * (L : ℝ) / ((2 * (L : ℝ) - 1) * (2 * (L : ℝ) + 1)) := by
  induction L with
  | zero => simp
  | succ l ih =>
    have h0 := two_mul_sub_one_ne l
    have h1 : 2 * (l : ℝ) + 1 ≠ 0 := by positivity
    have h3 : 2 * (l : ℝ) + 3 ≠ 0 := by positivity
    rw [Finset.sum_range_succ, ih, r12Coeff_eq, (legendreP_endpoints l).1, mul_one]
    push_cast
    rw [show 2 * ((l : ℝ) + 1) - 1 = 2 * l + 1 by ring,
      show 2 * ((l : ℝ) + 1) + 1 = 2 * l + 3 by ring,
      div_add_div _ _ (mul_ne_zero h0 h1) (mul_ne_zero h0 h3),
      div_eq_div_iff (mul_ne_zero (mul_ne_zero h0 h1) (mul_ne_zero h0 h3)) (mul_ne_zero h1 h3)]
    ring

/-- Slow convergence at the cusp: with `L ≥ 1` partial waves, the truncated expansion exceeds the
true distance at coalescence by more than `1 / L`. -/
theorem cusp_error_lower_bound (L : ℕ) (hL : 1 ≤ L) :
    1 / (L : ℝ) < ∑ l ∈ Finset.range L, r12Coeff l * (legendreP l).eval 1 - r12 1 := by
  have h : (1 : ℝ) ≤ L := by exact_mod_cast hL
  have hr : r12 1 = 0 := by norm_num [r12]
  have hpos : 0 < (2 * (L : ℝ) - 1) * (2 * (L : ℝ) + 1) :=
    mul_pos (by linarith) (by linarith)
  rw [partial_sum_at_coalescence, hr, sub_zero, div_lt_iff₀ (by linarith),
    div_mul_eq_mul_div, lt_div_iff₀ hpos]
  nlinarith

end PartialWavesOfDistance
```

```lean
#print axioms PartialWavesOfDistance.dist_eq_r12
#print axioms PartialWavesOfDistance.integral_r12_legendreP
#print axioms PartialWavesOfDistance.cusp_error_lower_bound
```

```
'PartialWavesOfDistance.dist_eq_r12' depends on axioms: [propext, Classical.choice, Quot.sound]
'PartialWavesOfDistance.integral_r12_legendreP' depends on axioms: [propext, Classical.choice, Quot.sound]
'PartialWavesOfDistance.cusp_error_lower_bound' depends on axioms: [propext, Classical.choice, Quot.sound]
```

## A fixed radius and no Hamiltonian

`legendreP l` is a real polynomial, `r12` is $r$, and `r12Coeff` is $c_l$. The integral is over $dx$, without the azimuthal $2\pi$. `dist_eq_r12` ties `r12` to the geometry: it is the distance between unit vectors in three dimensions with inner product $x$. `Finset.range L` means $l=0,\dots,L-1$.

`legendreP_ladder` proves (A) and (B) together, since each induction step needs both; `linear_combination` verifies the eliminations above. `legendreP_endpoints` supplies the boundary values. `hasDerivAt_r12_cube` assumes $x<1$ because its proof differentiates $r$ itself, which has no finite slope at coalescence; the cube $r^3$ does have a derivative there, equal to zero. The lemma suffices for `channel_recursion`, which uses a fundamental theorem of calculus that needs the derivative only inside the interval and continuity up to its ends. `integral_r12_legendreP` performs the induction on $l$, `r12Coeff_eq` rescales the result, and `partial_sum_at_coalescence` sums it. `cusp_error_lower_bound` assumes `1 ≤ L` and closes with the inequality for $4L^2$.

The theorems concern one function at equal, fixed radii. They do not address convergence of the series away from $x=1$, or the convergence of a correlation energy, which also depends on the wavefunction and the Hamiltonian.
